# An even top band of a truncated k·p Hamiltonian rises strictly away from k = 0

## The Hamiltonian and its top band

Take a finite, nonempty set of bands and a wavevector $k\in\mathbb R^d$. In atomic units the truncated k·p Hamiltonian is

$$H(k)=H_0+\sum_i k_iP_i+\frac{\|k\|^2}{2}\,\mathbf 1 ,$$

where $H_0$ holds the band energies at $k=0$ and the $P_i$ are momentum matrices between the retained states. All are Hermitian. Let $E(k)$ be the largest eigenvalue of $H(k)$, the top band, and set $f(k)=E(k)-\|k\|^2/2$.

## A valence band that bends the wrong way

Let two states be separated by a gap $G>0$ and coupled by a real momentum element $p$ in one dimension. With energies measured from midgap,

$$E_\pm(k)=\frac{k^2}{2}\pm\sqrt{\frac{G^2}{4}+p^2k^2}.$$

The curvatures at $k=0$ are $1\pm 2p^2/G$, so the lower band bends downward when $p^2>G/2$. If the upper state is dropped from the basis, the lower band becomes $-G/2+k^2/2$ and bends upward. In this non-interacting, finite-basis model with $p^2>G/2$, a calculation that keeps no state above the valence band therefore gives it the wrong sign of effective mass. The results below show that the top band of the truncated Hamiltonian, however many bands are kept, rises away from $k=0$ whenever it is even; the sign is then wrong if the true band bends downward there.

## The statements in words

For Hermitian $H_0$ and $P_i$, both $f$ and $E$ are convex. If also $E(-k)=E(k)$ for all $k$, then

$$E(k)\ge E(0)+\frac{\|k\|^2}{2},$$

so $k=0$ is the global minimum, and $E$ increases strictly along every ray from it.

In the code, `n` is the index type of the bands, and `EuclideanSpace ℝ (Fin d)` gives $k$ its usual length. `IsLevel A E` says that the real number `E` has a nonzero eigenvector, `topLevel` is the supremum of such numbers, and `topBand` is $E(k)$.

Evenness is the hypothesis `heven`. Physically it stands for inversion or time-reversal symmetry, respected by the retained basis; it is assumed here, not derived from the matrices. With no symmetry condition at all the minimum can move: a single band with $P=p\neq0$ has it at $k=-p$. The Hamiltonian has no matrix-valued quadratic terms, such as those obtained by folding in remote bands, and these can bend a top band downward.

## Convexity from one trial state

Expanding a normalised state $v$ in eigenvectors of a Hermitian $A$ with eigenvalues $\lambda_j$ gives $\langle v|A|v\rangle=\sum_j|c_j|^2\lambda_j\le\lambda_{\max}$.

Let $z=ax+by$ with $a,b\ge0$ and $a+b=1$, and let $v$ be a normalised top eigenvector of $H(z)$. Write $g(k)=\langle v|H_0|v\rangle+\sum_i k_i\langle v|P_i|v\rangle$, which is affine in $k$. Then $f(z)=g(z)$, while the variational bound gives $g(x)\le f(x)$ and $g(y)\le f(y)$. Hence

$$f(z)=a\,g(x)+b\,g(y)\le a f(x)+b f(y).$$

The kinetic term is convex too, since

$$\|z\|^2\le(a\|x\|+b\|y\|)^2=a\|x\|^2+b\|y\|^2-ab(\|x\|-\|y\|)^2 .$$

Adding half of it to $f$ shows that $E$ is convex.

## The parabola beneath an even band

If $E$ is even, so is $f$, and $0$ is the midpoint of $k$ and $-k$. Thus $f(0)\le\frac12f(k)+\frac12f(-k)=f(k)$, which is the parabolic bound.

For $k\ne0$ and $0\le s<t$, put $r=s/t$. Convexity gives $f(sk)\le r f(tk)+(1-r)f(0)\le f(tk)$, so

$$E(tk)-E(sk)\ge\frac{(t^2-s^2)\|k\|^2}{2}>0 .$$

## The Lean file

```lean
import Mathlib

open Matrix
open scoped ComplexOrder

namespace KPTopBand

noncomputable section

variable {n : Type*} [Fintype n] [DecidableEq n] {d : ℕ}

/-- The real number `E` is an energy level of `A`: it has a nonzero eigenvector. -/
def IsLevel (A : Matrix n n ℂ) (E : ℝ) : Prop :=
  ∃ v : n → ℂ, v ≠ 0 ∧ A *ᵥ v = (E : ℂ) • v

/-- The supremum of the real energy levels of `A`. -/
def topLevel (A : Matrix n n ℂ) : ℝ := sSup {E | IsLevel A E}

/-- The truncated k·p Hamiltonian `H0 + ∑ kᵢ Pᵢ + ‖k‖²/2`, in atomic units. -/
def kpHamiltonian (H0 : Matrix n n ℂ) (P : Fin d → Matrix n n ℂ)
    (k : EuclideanSpace ℝ (Fin d)) : Matrix n n ℂ :=
  H0 + ∑ i, (k i : ℂ) • P i + ((‖k‖ ^ 2 / 2 : ℝ) : ℂ) • (1 : Matrix n n ℂ)

/-- The top band: the top level of the k·p Hamiltonian as a function of `k`. -/
def topBand (H0 : Matrix n n ℂ) (P : Fin d → Matrix n n ℂ)
    (k : EuclideanSpace ℝ (Fin d)) : ℝ := topLevel (kpHamiltonian H0 P k)

/-- Each eigenvalue in the spectral decomposition of a Hermitian matrix is a level. -/
theorem isLevel_eigenvalues {A : Matrix n n ℂ} (hA : A.IsHermitian) (i : n) :
    IsLevel A (hA.eigenvalues i) := by
  refine ⟨(hA.eigenvectorBasis i).ofLp, fun h =>
    hA.eigenvectorBasis.orthonormal.ne_zero i (WithLp.ofLp_injective 2 h), ?_⟩
  rw [hA.mulVec_eigenvectorBasis i]
  funext j
  simp

/-- For a Hermitian matrix on at least one band, the top level is the largest eigenvalue. -/
theorem topLevel_isGreatest [Nonempty n] {A : Matrix n n ℂ} (hA : A.IsHermitian) :
    IsGreatest {E | IsLevel A E} (topLevel A) := by
  -- levels are roots of the characteristic polynomial, hence finite in number
  have hfin : {E : ℝ | IsLevel A E}.Finite := by
    refine (A.charpoly.roots.toFinset.finite_toSet.preimage
      Complex.ofReal_injective.injOn).subset ?_
    rintro E ⟨v, hv, h⟩
    have hdet : (Matrix.scalar n (E : ℂ) - A).det = 0 :=
      Matrix.exists_mulVec_eq_zero_iff.1 ⟨v, hv, by
        rw [Matrix.sub_mulVec, h]
        funext j
        simp [Matrix.scalar_apply]⟩
    simp only [Set.mem_preimage, Finset.mem_coe, Multiset.mem_toFinset]
    refine (Polynomial.mem_roots A.charpoly_monic.ne_zero).2 ?_
    rw [Polynomial.IsRoot.def, Matrix.eval_charpoly]
    exact hdet
  have hne : {E : ℝ | IsLevel A E}.Nonempty :=
    ⟨_, isLevel_eigenvalues hA (Classical.arbitrary n)⟩
  exact ⟨hne.csSup_mem hfin, fun E hE => le_csSup hfin.bddAbove hE⟩

/-- Variational principle: no expectation value of a Hermitian matrix exceeds its top level
times the squared norm of the state. -/
theorem expectation_le_topLevel [Nonempty n] {A : Matrix n n ℂ} (hA : A.IsHermitian)
    (v : n → ℂ) : (star v ⬝ᵥ A *ᵥ v).re ≤ topLevel A * (star v ⬝ᵥ v).re := by
  have hB : ((topLevel A : ℂ) • (1 : Matrix n n ℂ) - A).IsHermitian := by
    unfold Matrix.IsHermitian
    rw [conjTranspose_sub, conjTranspose_smul, conjTranspose_one, hA.eq,
      Complex.star_def, Complex.conj_ofReal]
  -- a negative eigenvalue `μ` of `topLevel A - A` would make `topLevel A - μ` a level of `A`
  have hpos := hB.posSemidef_iff_eigenvalues_nonneg.2 fun i => by
    obtain ⟨w, hw, h⟩ := isLevel_eigenvalues hB i
    rw [Matrix.sub_mulVec, Matrix.smul_mulVec, Matrix.one_mulVec] at h
    have hl : IsLevel A (topLevel A - hB.eigenvalues i) :=
      ⟨w, hw, by rw [Complex.ofReal_sub, sub_smul, ← h, sub_sub_cancel]⟩
    have := (topLevel_isGreatest hA).2 hl
    show (0 : ℝ) ≤ hB.eigenvalues i
    linarith
  have h := hpos.dotProduct_mulVec_nonneg v
  rw [Matrix.sub_mulVec, Matrix.smul_mulVec, Matrix.one_mulVec, dotProduct_sub,
    dotProduct_smul] at h
  have h' := (Complex.le_def.1 h).1
  simp only [Complex.zero_re, Complex.sub_re, smul_eq_mul, Complex.re_ofReal_mul] at h'
  linarith

variable {H0 : Matrix n n ℂ} {P : Fin d → Matrix n n ℂ}

/-- For Hermitian `H0` and `Pᵢ` on at least one band, the top band minus `‖k‖²/2` is convex in `k`.
-/
theorem topBand_sub_kinetic_convexOn [Nonempty n] (h0 : H0.IsHermitian)
    (hP : ∀ i, (P i).IsHermitian) :
    ConvexOn ℝ Set.univ (fun k => topBand H0 P k - ‖k‖ ^ 2 / 2) := by
  have herm : ∀ k, (kpHamiltonian H0 P k).IsHermitian := fun k => by
    have hP' : ∀ i, (P i)ᴴ = P i := fun i => (hP i).eq
    unfold Matrix.IsHermitian kpHamiltonian
    simp only [conjTranspose_add, conjTranspose_sum, conjTranspose_smul, conjTranspose_one,
      h0.eq, hP', Complex.star_def, Complex.conj_ofReal]
  refine ⟨convex_univ, fun x _ y _ a b ha hb hab => ?_⟩
  -- the top eigenvector at the intermediate wavevector is a trial state at `x` and `y`
  obtain ⟨v, hv, h⟩ := (topLevel_isGreatest (herm (a • x + b • y))).1
  have hN : 0 < (star v ⬝ᵥ v).re := by
    have e : (star v ⬝ᵥ v).re = ∑ i, Complex.normSq (v i) := by
      simp [dotProduct, Complex.normSq_apply]
    obtain ⟨j, hj⟩ := Function.ne_iff.1 hv
    rw [e]
    exact Finset.sum_pos' (fun i _ => Complex.normSq_nonneg _)
      ⟨j, Finset.mem_univ j, Complex.normSq_pos.2 hj⟩
  have ev : ∀ k, (star v ⬝ᵥ kpHamiltonian H0 P k *ᵥ v).re = (star v ⬝ᵥ H0 *ᵥ v).re
      + ∑ i, k i * (star v ⬝ᵥ P i *ᵥ v).re + ‖k‖ ^ 2 / 2 * (star v ⬝ᵥ v).re := fun k => by
    simp only [kpHamiltonian, Matrix.add_mulVec, Matrix.sum_mulVec, Matrix.smul_mulVec,
      Matrix.one_mulVec, dotProduct_add, dotProduct_sum, dotProduct_smul, smul_eq_mul,
      Complex.add_re, Complex.re_sum, Complex.re_ofReal_mul]
  have hz := ev (a • x + b • y)
  rw [h, dotProduct_smul, smul_eq_mul, Complex.re_ofReal_mul] at hz
  have hx := expectation_le_topLevel (herm x) v
  have hy := expectation_le_topLevel (herm y) v
  rw [ev] at hx hy
  simp only [PiLp.add_apply, PiLp.smul_apply, smul_eq_mul, add_mul, Finset.sum_add_distrib,
    mul_assoc, ← Finset.mul_sum] at hz
  have e0 : (a + b) * (star v ⬝ᵥ H0 *ᵥ v).re = (star v ⬝ᵥ H0 *ᵥ v).re := by
    rw [hab, one_mul]
  refine le_of_mul_le_mul_right ?_ hN
  simp only [smul_eq_mul, topBand]
  nlinarith [mul_le_mul_of_nonneg_left hx ha, mul_le_mul_of_nonneg_left hy hb]

/-- For Hermitian `H0` and `Pᵢ`, the top band of the k·p Hamiltonian is convex in `k`. -/
theorem topBand_convexOn [Nonempty n] (h0 : H0.IsHermitian)
    (hP : ∀ i, (P i).IsHermitian) : ConvexOn ℝ Set.univ (topBand H0 P) := by
  have hq : ConvexOn ℝ Set.univ (fun k : EuclideanSpace ℝ (Fin d) => ‖k‖ ^ 2 / 2) := by
    refine ⟨convex_univ, fun x _ y _ a b ha hb hab => ?_⟩
    have h1 : ‖a • x + b • y‖ ≤ a * ‖x‖ + b * ‖y‖ := (norm_add_le _ _).trans_eq (by
      rw [norm_smul, norm_smul, Real.norm_of_nonneg ha, Real.norm_of_nonneg hb])
    have h2 := pow_le_pow_left₀ (norm_nonneg _) h1 2
    obtain rfl : b = 1 - a := by linarith
    simp only [smul_eq_mul]
    nlinarith [mul_nonneg (mul_nonneg ha hb) (sq_nonneg (‖x‖ - ‖y‖))]
  -- add the free kinetic energy back
  have e : topBand H0 P = fun k => (topBand H0 P k - ‖k‖ ^ 2 / 2) + ‖k‖ ^ 2 / 2 :=
    funext fun k => (sub_add_cancel _ _).symm
  rw [e]
  exact (topBand_sub_kinetic_convexOn h0 hP).add hq

/-- If there is at least one band, `H0` and `Pᵢ` are Hermitian and the top band is even, it lies on
or above the free-electron parabola that starts from its value at `k = 0`. -/
theorem topBand_zero_add_kinetic_le [Nonempty n] (h0 : H0.IsHermitian)
    (hP : ∀ i, (P i).IsHermitian) (heven : ∀ k, topBand H0 P (-k) = topBand H0 P k)
    (k : EuclideanSpace ℝ (Fin d)) : topBand H0 P 0 + ‖k‖ ^ 2 / 2 ≤ topBand H0 P k := by
  -- `k = 0` is the midpoint of `k` and `-k`
  have h := (topBand_sub_kinetic_convexOn h0 hP).2 (Set.mem_univ k) (Set.mem_univ (-k))
    (by norm_num : (0 : ℝ) ≤ 1 / 2) (by norm_num : (0 : ℝ) ≤ 1 / 2) (by norm_num)
  have hz : (1 / 2 : ℝ) • k + (1 / 2 : ℝ) • (-k) = 0 := by rw [smul_neg, add_neg_cancel]
  simp only [hz, heven, norm_neg, norm_zero, smul_eq_mul] at h
  linarith

/-- If there is at least one band, `H0` and `Pᵢ` are Hermitian and the top band is even, it never
turns over: it increases strictly along every ray from `k = 0`. -/
theorem topBand_strictMonoOn_ray [Nonempty n] (h0 : H0.IsHermitian)
    (hP : ∀ i, (P i).IsHermitian) (heven : ∀ k, topBand H0 P (-k) = topBand H0 P k)
    {k : EuclideanSpace ℝ (Fin d)} (hk : k ≠ 0) :
    StrictMonoOn (fun t : ℝ => topBand H0 P (t • k)) (Set.Ici 0) := by
  intro s hs t _ hst
  have hs : 0 ≤ s := hs
  have ht : 0 < t := hs.trans_lt hst
  have hr : 0 ≤ 1 - s / t := sub_nonneg.2 ((div_le_one ht).2 hst.le)
  -- `s • k` lies between `0` and `t • k`
  have h := (topBand_sub_kinetic_convexOn h0 hP).2 (Set.mem_univ (t • k)) (Set.mem_univ 0)
    (div_nonneg hs ht.le) hr (by ring)
  have hz : (s / t) • (t • k) + (1 - s / t) • (0 : EuclideanSpace ℝ (Fin d)) = s • k := by
    rw [smul_zero, add_zero, smul_smul, div_mul_cancel₀ _ ht.ne']
  have ns : ‖s • k‖ = s * ‖k‖ := by rw [norm_smul, Real.norm_of_nonneg hs]
  have nt : ‖t • k‖ = t * ‖k‖ := by rw [norm_smul, Real.norm_of_nonneg ht.le]
  have hb := topBand_zero_add_kinetic_le h0 hP heven (t • k)
  simp only [hz, ns, nt, norm_zero, smul_eq_mul] at h
  rw [nt] at hb
  have hlt : (s * ‖k‖) ^ 2 < (t * ‖k‖) ^ 2 := by
    have := norm_pos_iff.2 hk
    gcongr
  show topBand H0 P (s • k) < topBand H0 P (t • k)
  nlinarith [mul_le_mul_of_nonneg_left hb hr]

end

end KPTopBand
```

```lean
#print axioms KPTopBand.topBand_convexOn
#print axioms KPTopBand.topBand_strictMonoOn_ray
```

```
'KPTopBand.topBand_convexOn' depends on axioms: [propext, Classical.choice, Quot.sound]
'KPTopBand.topBand_strictMonoOn_ray' depends on axioms: [propext, Classical.choice, Quot.sound]
```

## From eigenvectors to inequalities

`isLevel_eigenvalues` supplies levels from the spectral theorem. `topLevel_isGreatest` shows that they are finite in number, as roots of the characteristic polynomial, so the supremum is attained.

`expectation_le_topLevel` replaces the eigenvector expansion by positivity: a negative eigenvalue $\mu$ of $\lambda_{\max}\mathbf 1-A$ would make $\lambda_{\max}-\mu$ a level of $A$ above the top.

In `topBand_sub_kinetic_convexOn`, `ev` expands the expectation value of $H(k)$, and `hx` and `hy` are the bounds at $x$ and $y$. The eigenvector is not normalised, so `hN` proves its squared norm positive and `le_of_mul_le_mul_right` cancels it. `topBand_convexOn` adds the kinetic term.

`topBand_zero_add_kinetic_le` is the midpoint step, and `topBand_strictMonoOn_ray` uses the weight `s / t`.

## `IsGreatest`: a bound and an eigenvector

A supremum alone need not belong to its set. `IsGreatest` pairs membership with the upper bound, and the argument uses both. The component `.1` unfolds to an actual top eigenvector at the intermediate wavevector, which becomes the trial state. The component `.2` says that no level lies higher, which yields the variational bound at the endpoints.
